# Mass disorder with $E[\varepsilon_a\varepsilon_b]=g\,\delta_{ab}$ scatters a mode $e$ with mean intensity $g\|e\|^2$, summed over an orthonormal basis of final modes

## Does the disorder average really lose all interference between atoms?

If I average random atomic masses before squaring the scattering amplitude, disorder of zero mean scatters nothing at all. If I square first but let every atom carry the same deviation, the amplitude is proportional to the overlap of the two modes, and it vanishes again whenever they are orthogonal. Either shortcut makes a disordered crystal look perfectly transparent to its own vibrations.

What I believe is the following. Take $N$ atoms with real, square-integrable random mass deviations $\varepsilon_a$ such that $E[\varepsilon_a\varepsilon_b]=g\,\delta_{ab}$. Let $e$ and $f$ be vibrational modes with components $e_a,f_a\in\mathbb C^3$ on atom $a$. Then

$$E\Big|\sum_a \varepsilon_a\langle f_a,e_a\rangle\Big|^2=g\sum_a|\langle f_a,e_a\rangle|^2,$$

and summing over an orthonormal basis of final modes $f$ gives $g\|e\|^2$, the total scattering strength at second order in the deviations, apart from a factor of the fourth power of the frequency. I would like to see this stated rigorously, with the exchange of sums and averages justified, and checked by machine.

## Only one-site terms survive, and Parseval adds them up

The claim is correct as you state it, and the deviations need not have zero mean.

### From a mass deviation to a scattering amplitude

Write the mass of atom $a$ as $m_a=\bar m_a(1+\varepsilon_a)$, where $\bar m_a$ is the reference mass. In mass-weighted coordinates the harmonic equation of motion at frequency $\omega$ is $\omega^2(1+\varepsilon_a)e_a=(De)_a$, with $D$ the dynamical matrix of the reference crystal. The disorder therefore enters as the term $\omega^2\varepsilon_a e_a$. Up to sign and the factor $\omega^2$, its matrix element between $e$ and $f$ is

$$A_f=\sum_a\varepsilon_a s_a,\qquad s_a=\langle f_a,e_a\rangle=\sum_{i}\overline{f_{a,i}}\,e_{a,i},$$

where $i$ runs over the three Cartesian directions.

The constant $g$ is the mean squared relative mass deviation on a site. Taking it equal on all sites describes, for instance, a crystal of one element with a natural mixture of isotopes. The factor $\delta_{ab}$ says that the product of the deviations on two different sites averages to zero. For deviations of zero mean, this says that the masses on different sites are uncorrelated.

### The average for one final mode

Since the $\varepsilon_a$ are real,

$$|A_f|^2=\sum_{a,b}\varepsilon_a\varepsilon_b\,\overline{s_a}s_b=\sum_{a,b}\varepsilon_a\varepsilon_b\,\mathrm{Re}(\overline{s_a}s_b).$$

The real part may be taken term by term because the whole sum is real and the products $\varepsilon_a\varepsilon_b$ are real. Each product is integrable, since $|\varepsilon_a\varepsilon_b|\le\tfrac12(\varepsilon_a^2+\varepsilon_b^2)$. The average of the finite sum is then the sum of the averages. With $C_{ab}=E[\varepsilon_a\varepsilon_b]$,

$$E|A_f|^2=\sum_{a,b}C_{ab}\,\mathrm{Re}(\overline{s_a}s_b).$$

For $C_{ab}=g\,\delta_{ab}$ only $b=a$ remains, and $\overline{s_a}s_a=|s_a|^2$ gives $g\sum_a|s_a|^2$.

### The sum over final modes

Let $f_k$ be an orthonormal basis of modes, and fix one realisation of the masses. The disordered vector, with components $\varepsilon_a e_a$, has squared norm equal to the sum of its squared basis coefficients, by Parseval's identity:

$$\sum_k|A_{f_k}|^2=\sum_a\varepsilon_a^2\,w_a,\qquad w_a=\sum_i|e_{a,i}|^2.$$

Averaging replaces $\varepsilon_a^2$ by its mean $v_a$. If every $v_a$ equals $g$, the result is $g\sum_a w_a=g\|e\|^2$, which is $g$ for a normalised mode. Products of deviations on different atoms have dropped out before the average is taken, so correlations between sites can redistribute the scattering among final modes but cannot change its total.

The sum runs over the full basis. If a normalised $e$ is itself a basis vector, it includes the term $f=e$, which contributes $g\sum_a w_a^2$ and does not take the vibration out of its mode.

### The Lean file

```lean
import Mathlib

open MeasureTheory ComplexConjugate

namespace MassDisorderScattering

noncomputable section

variable {ι κ Ω : Type*} [Fintype ι] [Fintype κ] [MeasurableSpace Ω]

/-- A vibrational mode: three complex displacement components on every atom. -/
abbrev Mode (ι : Type*) := EuclideanSpace ℂ (ι × Fin 3)

/-- The mass perturbation: the displacement of atom `a` is multiplied by its mass
deviation `x a`. -/
def massDisorder (x : ι → ℝ) (e : Mode ι) : Mode ι :=
  WithLp.toLp 2 (fun p => (x p.1 : ℂ) * e p)

/-- The overlap of the polarisation vectors of the modes `f` and `e` on atom `a`. -/
def siteOverlap (f e : Mode ι) (a : ι) : ℂ :=
  ∑ i : Fin 3, conj (f (a, i)) * e (a, i)

/-- The squared length of the displacement of atom `a` in the mode `e`. -/
def siteWeight (e : Mode ι) (a : ι) : ℝ :=
  ∑ i : Fin 3, ‖e (a, i)‖ ^ 2

/-- The scattering amplitude from `e` to `f` is the sum over atoms of the mass deviation
times the site overlap. -/
theorem amplitude_eq_sum (x : ι → ℝ) (f e : Mode ι) :
    inner ℂ f (massDisorder x e) = ∑ a, (x a : ℂ) * siteOverlap f e a := by
  simp only [PiLp.inner_apply, RCLike.inner_apply, massDisorder, siteOverlap,
    Fintype.sum_prod_type, Finset.mul_sum]
  refine Finset.sum_congr rfl fun a _ => Finset.sum_congr rfl fun i _ => ?_
  ring

/-- The scattered intensity is a double sum over atoms of products of mass deviations and
interference terms. -/
theorem intensity_eq_sum (x : ι → ℝ) (f e : Mode ι) :
    ‖inner ℂ f (massDisorder x e)‖ ^ 2 =
      ∑ a, ∑ b, (x a * x b) * (conj (siteOverlap f e a) * siteOverlap f e b).re := by
  rw [amplitude_eq_sum, Complex.sq_norm, Complex.normSq_apply, Complex.re_sum,
    Complex.im_sum, Finset.sum_mul_sum, Finset.sum_mul_sum, ← Finset.sum_add_distrib]
  refine Finset.sum_congr rfl fun a _ => ?_
  rw [← Finset.sum_add_distrib]
  refine Finset.sum_congr rfl fun b _ => ?_
  simp only [Complex.mul_re, Complex.mul_im, Complex.ofReal_re, Complex.ofReal_im,
    Complex.conj_re, Complex.conj_im]
  ring

/-- For one fixed realisation of the masses, the intensity summed over an orthonormal basis
of final modes is the sum of squared mass deviations weighted by the site weights of `e`. -/
theorem intensity_sum_rule (b : OrthonormalBasis κ ℂ (Mode ι)) (x : ι → ℝ) (e : Mode ι) :
    ∑ k, ‖inner ℂ (b k) (massDisorder x e)‖ ^ 2 = ∑ a, x a ^ 2 * siteWeight e a := by
  -- Parseval's identity in the basis of final modes
  have parseval : ∀ v : Mode ι, ∑ k, ‖inner ℂ (b k) v‖ ^ 2 = ‖v‖ ^ 2 := by
    intro v
    rw [← b.repr.norm_map v, EuclideanSpace.norm_sq_eq]
    simp only [b.repr_apply_apply]
  rw [parseval]
  simp only [EuclideanSpace.norm_sq_eq, massDisorder, siteWeight, Fintype.sum_prod_type,
    Finset.mul_sum, norm_mul, mul_pow, Complex.norm_real, Real.norm_eq_abs, sq_abs]

/-- For mass deviations with second moments `C a b`, the mean intensity scattered from `e`
to `f` is the sum over pairs of atoms of `C a b` times the interference term. -/
theorem mean_intensity_correlated {μ : Measure Ω} {ε : ι → Ω → ℝ} {C : ι → ι → ℝ}
    (hε : ∀ a, MemLp (ε a) 2 μ) (hC : ∀ a b, ∫ ω, ε a ω * ε b ω ∂μ = C a b)
    (f e : Mode ι) :
    ∫ ω, ‖inner ℂ f (massDisorder (fun a => ε a ω) e)‖ ^ 2 ∂μ =
      ∑ a, ∑ b, C a b * (conj (siteOverlap f e a) * siteOverlap f e b).re := by
  have hint : ∀ a b, Integrable (fun ω => ε a ω * ε b ω) μ :=
    fun a b => (hε a).integrable_mul (hε b)
  simp_rw [intensity_eq_sum]
  rw [integral_finsetSum _ (fun a _ =>
    integrable_finsetSum _ fun b _ => (hint a b).mul_const _)]
  refine Finset.sum_congr rfl fun a _ => ?_
  rw [integral_finsetSum _ (fun b _ => (hint a b).mul_const _)]
  refine Finset.sum_congr rfl fun b _ => ?_
  rw [integral_mul_const, hC]

/-- For mass deviations with `E[ε_a ε_b] = g δ_ab`, the mean intensity scattered from `e`
to `f` is `g` times the sum over atoms of the squared site overlaps. -/
theorem mean_intensity [DecidableEq ι] {μ : Measure Ω} {ε : ι → Ω → ℝ} {g : ℝ}
    (hε : ∀ a, MemLp (ε a) 2 μ)
    (hg : ∀ a b, ∫ ω, ε a ω * ε b ω ∂μ = if a = b then g else 0) (f e : Mode ι) :
    ∫ ω, ‖inner ℂ f (massDisorder (fun a => ε a ω) e)‖ ^ 2 ∂μ =
      g * ∑ a, ‖siteOverlap f e a‖ ^ 2 := by
  rw [mean_intensity_correlated (C := fun a b => if a = b then g else 0) hε hg f e,
    Finset.mul_sum]
  refine Finset.sum_congr rfl fun a _ => ?_
  -- only the diagonal term b = a survives
  simp only [ite_mul, zero_mul, Finset.sum_ite_eq, Finset.mem_univ, if_true]
  rw [Complex.sq_norm, Complex.normSq_apply]
  simp only [Complex.mul_re, Complex.conj_re, Complex.conj_im]
  ring

/-- The mean intensity summed over an orthonormal basis of final modes is the sum over atoms
of the on-site second moment times the site weight, whatever the correlations between
different atoms. -/
theorem total_strength_correlated {μ : Measure Ω} {ε : ι → Ω → ℝ} {v : ι → ℝ}
    (hε : ∀ a, MemLp (ε a) 2 μ) (hv : ∀ a, ∫ ω, ε a ω ^ 2 ∂μ = v a)
    (b : OrthonormalBasis κ ℂ (Mode ι)) (e : Mode ι) :
    ∑ k, ∫ ω, ‖inner ℂ (b k) (massDisorder (fun a => ε a ω) e)‖ ^ 2 ∂μ =
      ∑ a, v a * siteWeight e a := by
  have hint : ∀ k, Integrable
      (fun ω => ‖inner ℂ (b k) (massDisorder (fun a => ε a ω) e)‖ ^ 2) μ := by
    intro k
    simp_rw [intensity_eq_sum]
    exact integrable_finsetSum _ fun a _ => integrable_finsetSum _ fun c _ =>
      Integrable.mul_const ((hε a).integrable_mul (hε c)) _
  -- sum over final modes first, then average over the disorder
  rw [← integral_finsetSum _ (fun k _ => hint k)]
  simp_rw [intensity_sum_rule]
  rw [integral_finsetSum _ (fun a _ => (hε a).integrable_sq.mul_const _)]
  refine Finset.sum_congr rfl fun a _ => ?_
  rw [integral_mul_const, hv]

/-- For mass deviations with `E[ε_a ε_b] = g δ_ab`, the mean intensity summed over an
orthonormal basis of final modes is `g` times the squared norm of the initial mode. -/
theorem total_strength [DecidableEq ι] {μ : Measure Ω} {ε : ι → Ω → ℝ} {g : ℝ}
    (hε : ∀ a, MemLp (ε a) 2 μ)
    (hg : ∀ a b, ∫ ω, ε a ω * ε b ω ∂μ = if a = b then g else 0)
    (b : OrthonormalBasis κ ℂ (Mode ι)) (e : Mode ι) :
    ∑ k, ∫ ω, ‖inner ℂ (b k) (massDisorder (fun a => ε a ω) e)‖ ^ 2 ∂μ =
      g * ‖e‖ ^ 2 := by
  have hv : ∀ a, ∫ ω, ε a ω ^ 2 ∂μ = g := by
    intro a
    have h := hg a a
    rw [if_pos rfl] at h
    simpa only [pow_two] using h
  rw [total_strength_correlated (v := fun _ => g) hε hv b e, ← Finset.mul_sum,
    EuclideanSpace.norm_sq_eq, Fintype.sum_prod_type]
  rfl

/-- Mass deviations of two atoms, each `d` or `-d` according to its own coin. -/
def coinMass (d : ℝ) (a : Fin 2) (ω : Bool × Bool) : ℝ :=
  if (if a = 0 then ω.1 else ω.2) = true then d else -d

/-- For two fair independent coins the deviations `coinMass d` are square integrable and
have second moments `d ^ 2` on the same atom and zero between different atoms. -/
theorem coinMass_witness (d : ℝ) :
    (∀ a, MemLp (coinMass d a) 2 (PMF.uniformOfFintype (Bool × Bool)).toMeasure) ∧
    ∀ a b, ∫ ω, coinMass d a ω * coinMass d b ω
      ∂(PMF.uniformOfFintype (Bool × Bool)).toMeasure = if a = b then d ^ 2 else 0 := by
  constructor
  · intro a
    refine MemLp.of_bound (Measurable.of_discrete).aestronglyMeasurable |d|
      (Filter.Eventually.of_forall fun ω => ?_)
    unfold coinMass
    split_ifs <;> simp
  · intro a b
    -- each of the four outcomes has probability 1/4
    have hp : ∀ ω, (PMF.uniformOfFintype (Bool × Bool) ω).toReal = 1 / 4 := by
      intro ω
      rw [PMF.uniformOfFintype_apply, ENNReal.toReal_inv, ENNReal.toReal_natCast,
        Fintype.card_prod, Fintype.card_bool]
      norm_num
    rw [PMF.integral_eq_sum]
    simp only [hp, Fintype.sum_prod_type, Fintype.sum_bool, smul_eq_mul]
    fin_cases a <;> fin_cases b <;> simp [coinMass] <;> ring

end

end MassDisorderScattering
```

```lean
#print axioms MassDisorderScattering.mean_intensity
-- 'MassDisorderScattering.mean_intensity' depends on axioms: [propext, Classical.choice, Quot.sound]
#print axioms MassDisorderScattering.total_strength
-- 'MassDisorderScattering.total_strength' depends on axioms: [propext, Classical.choice, Quot.sound]
```

### How modes, masses and averages are represented

The finite type `ι` labels the atoms. A `Mode ι` is a vector in `EuclideanSpace ℂ (ι × Fin 3)`, with one complex number for each atom and Cartesian direction. These numbers are the mass-weighted displacements of the derivation, which the comments in the code simply call displacements. Its norm is the usual Euclidean one, and its inner product is conjugate-linear in the first argument, as in $\langle f,e\rangle$ above.

`massDisorder x e` multiplies all three components on atom `a` by the real number `x a`. `siteOverlap f e a` is $s_a$, and `siteWeight e a` is $w_a$. The scattering amplitude is the inner product of `f` with `massDisorder x e`.

The deviations are functions `ε a` on a measure space `Ω` with measure `μ`. The hypothesis `MemLp (ε a) 2 μ` is square integrability. For a probability measure the integrals are expectations, which is the physical case, although the theorems hold for any measure.

In words, `mean_intensity` says: if every `ε a` is square integrable and the integral of `ε a ω * ε b ω` is `g` for `a = b` and zero otherwise, then the mean squared amplitude from `e` to `f` is `g` times the sum of the squared moduli of the site overlaps. Under the same hypotheses, `total_strength` says that these mean intensities, summed over any orthonormal basis of final modes, give `g * ‖e‖ ^ 2`. The basis is called `b`, and its members are `b k`.

Two companion theorems keep the square integrability and relax the assumption on the moments. `mean_intensity_correlated` allows an arbitrary matrix `C` of second moments, and `total_strength_correlated` asks only for the on-site moments `v a`, which may differ from atom to atom.

The vectors `e` and `f` are arbitrary: they need be neither normalised nor eigenvectors of a dynamical matrix. Frequencies, the density of final states and energy conservation do not appear, so the total is a sum of squared matrix elements and not a scattering rate. Changes in force constants are absent too. Within harmonic lattice dynamics of finitely many atoms, the first formula supplies the polarisation factor that enters golden-rule estimates of phonon scattering by isotopes.

### How the proof follows the derivation

`amplitude_eq_sum` writes the inner product as a sum over atom–direction pairs, splits it into a sum over atoms and one over directions, and compares it term by term with the right-hand side, where the factor `x a` has been moved inside the sum over directions.

`intensity_eq_sum` expands the squared modulus as real part squared plus imaginary part squared. `Finset.sum_mul_sum` turns each square into a double sum over atoms, and the two double sums are joined term by term. The final `ring` recognises the real part of $\overline{s_a}s_b$.

`intensity_sum_rule` is the Parseval step for fixed masses. The map `b.repr` sends a mode to its coefficients in the basis and preserves the norm, which gives the identity named `parseval`. The squared norm of the disordered vector is then written out by components.

In `mean_intensity_correlated`, the local statement `hint` records that each product of two deviations is integrable, as the product of two square-integrable functions. This licenses two uses of `integral_finsetSum`, one for each atomic sum. The interference term does not depend on the realisation, so `integral_mul_const` takes it out of the integral and `hC` supplies the moment.

`mean_intensity` inserts the diagonal matrix of moments. `Finset.sum_ite_eq` keeps the term with equal atoms, and the rest identifies the real part of $\overline{s_a}s_a$ with $|s_a|^2$.

`total_strength_correlated` first shows that the intensity for each final mode is integrable, then moves the sum over `k` inside the integral. There `intensity_sum_rule` applies realisation by realisation, and only averages of squared deviations are left. `total_strength` reads the on-site moments off the diagonal of `hg` and collects the site weights into the squared norm.

Finally, `coinMass_witness` exhibits disorder that meets the hypotheses. Two atoms have deviations $\pm d$, each decided by its own fair coin. The theorem holds for every real $d$, and the masses are positive when $|d|<1$. The four outcomes have probability $1/4$ each, and evaluating the sums gives $g=d^2$.

### One coin for both atoms

Suppose the two atoms share a single coin, so that $\varepsilon_1=\varepsilon_2=\pm d$ with $0<|d|<1$, which keeps the masses positive. The on-site moments are still $d^2$, but the off-diagonal moment is now $d^2$ instead of zero. Let the atoms have equal reference masses and be tied along $x$ by equal springs to each other and to fixed walls on either side. The two modes polarised along $x$ then have nonzero frequencies, with amplitudes

$$e=\tfrac1{\sqrt2}(1,1),\qquad f=\tfrac1{\sqrt2}(1,-1)$$

on the two atoms. The site overlaps are $\tfrac12$ and $-\tfrac12$, so the formula for uncorrelated masses would give $d^2(\tfrac14+\tfrac14)=d^2/2$. The actual amplitude is $\pm d(\tfrac12-\tfrac12)=0$ in every realisation. The first formula therefore fails without the condition on different atoms. The total strength remains $d^2\|e\|^2=d^2$, but in a basis of final modes that contains $e$, all of it now sits in the term $f=e$.

### Independent masses as the starting assumption

The disorder could also have been modelled by independent deviations with zero mean and common variance $g$. That is closer to how random isotope occupation is usually described, and it implies the moment condition used here. It would, however, narrow the range of the theorems.

Consider a single impurity with nonzero relative mass deviation $d>-1$, placed with equal probability on one of $N\ge2$ sites. At most one $\varepsilon_a$ is nonzero in any realisation, so every product for two different atoms vanishes, while $E[\varepsilon_a^2]=d^2/N$. These deviations are neither independent nor of zero mean, yet they satisfy the moment condition with $g=d^2/N$, and the total strength is $d^2\|e\|^2/N$.
